# For |θ| < π/2, the rotated outgoing wave with k = p − iq is square-integrable exactly when q < p tan θ

## Can the angle that makes a resonance wave normalisable be machine-checked?

An outgoing wave $e^{ikr}$ with $k=p-iq$ and $p,q>0$ grows with $r$, but after the rotation $r\to e^{i\theta}r$ with $0\le\theta<\pi/2$ it becomes square-integrable on $(0,\infty)$ if and only if $q<p\tan\theta$. In atomic units and for unit mass, the rotated wave also solves the scaled free equation at the complex energy $k^2/2$, whatever the angle. I can argue this with a few lines of calculus, but I would like to see it made rigorous, with both directions of the "if and only if" checked in Lean.

## Yes: the sign of Im(k e^{iθ}) decides

The rotated wave is square-integrable exactly when $\kappa=\operatorname{Im}(ke^{i\theta})$ is positive, and for $|\theta|<\pi/2$ this means $q<p\tan\theta$. The Lean file below proves this, together with the eigenvalue equation.

### From two derivatives to the critical angle

Let $\psi(r)=\exp(ike^{i\theta}r)$. Differentiating twice gives
$$\psi'=ike^{i\theta}\psi,\qquad \psi''=(ike^{i\theta})^2\psi=-k^2e^{2i\theta}\psi .$$
Multiplying by $-e^{-2i\theta}/2$ cancels the phase:
$$-\tfrac12e^{-2i\theta}\psi''=\tfrac12k^2\psi .$$

Since $|e^z|=e^{\operatorname{Re}z}$ and $\operatorname{Re}(ike^{i\theta}r)=-\kappa r$, the density is $|\psi|^2=e^{-2\kappa r}$. If $\kappa>0$, its integral over $(0,\infty)$ is $1/(2\kappa)$. If $\kappa\le0$, the density is at least 1 everywhere on the half-line and the integral diverges.

For $k=p-iq$,
$$\kappa=\operatorname{Im}\big[(p-iq)(\cos\theta+i\sin\theta)\big]=p\sin\theta-q\cos\theta .$$
Because $\cos\theta>0$, dividing by it turns $\kappa>0$ into $q<p\tan\theta$. For $p>0$ this reads $q/p<\tan\theta$, and since arctan is increasing, $\theta>\arctan(q/p)$.

The rotated incoming wave $\varphi(r)=\exp(-ike^{i\theta}r)$ has density $e^{2\kappa r}$. Suppose $\kappa>0$ and $A\psi+B\varphi$ is square-integrable with $B\ne0$. Subtracting $A\psi$ and dividing by $B$ would make $\varphi$ square-integrable, which is false. Hence $B=0$.

At $\theta=0$ the condition reduces to $q<0$, so the unrotated wave with $q>0$ is never normalisable.

The bound $\theta<\pi/2$ matters. Take $p=q=1$ and $\theta=\pi$: then $p\tan\theta=0<q$, yet $\kappa=1$ and the wave is square-integrable. The division by $\cos\theta=-1$ has reversed the inequality.

### The Lean file

```lean
import Mathlib

open MeasureTheory Set
open Complex (I)

namespace ComplexScaledResonance

noncomputable section

/-- The outgoing wave `exp(i k r)` with its coordinate rotated, `r → exp(iθ) r`. -/
def rotatedWave (k : ℂ) (θ r : ℝ) : ℂ :=
  Complex.exp (I * k * Complex.exp (θ * I) * r)

/-- The complex-scaled kinetic energy `-exp(-2iθ) f'' / 2` in atomic units, for unit mass. -/
def scaledKinetic (θ : ℝ) (f : ℝ → ℂ) (r : ℝ) : ℂ :=
  -Complex.exp (-2 * θ * I) / 2 * deriv (deriv f) r

/-- Square integrability of a radial function on the half-line `(0, ∞)`. -/
def SquareIntegrable (f : ℝ → ℂ) : Prop :=
  MemLp f 2 (volume.restrict (Ioi (0 : ℝ)))

/-- The rotated wave is differentiable, and its derivative is `i k exp(iθ)` times the wave. -/
theorem hasDerivAt_rotatedWave (k : ℂ) (θ r : ℝ) :
    HasDerivAt (rotatedWave k θ)
      (I * k * Complex.exp (θ * I) * rotatedWave k θ r) r := by
  have h : HasDerivAt (fun x : ℝ => I * k * Complex.exp (θ * I) * (x : ℂ))
      (I * k * Complex.exp (θ * I)) r :=
    ((hasDerivAt_id r).ofReal_comp.const_mul (I * k * Complex.exp (θ * I))).congr_deriv
      (by simp)
  exact h.cexp.congr_deriv (by simp only [rotatedWave]; ring)

/-- At every real `r` the rotated wave satisfies the eigenvalue equation of the scaled kinetic
energy with the value `k² / 2`, whatever the angle. -/
theorem scaledKinetic_rotatedWave (k : ℂ) (θ r : ℝ) :
    scaledKinetic θ (rotatedWave k θ) r = k ^ 2 / 2 * rotatedWave k θ r := by
  have h1 : deriv (rotatedWave k θ) =
      fun x => I * k * Complex.exp (θ * I) * rotatedWave k θ x :=
    funext fun x => (hasDerivAt_rotatedWave k θ x).deriv
  have h2 := ((hasDerivAt_rotatedWave k θ r).const_mul
    (I * k * Complex.exp (θ * I))).deriv
  -- the phase of the operator cancels the phase from two derivatives
  have he : Complex.exp (-2 * θ * I) *
      (Complex.exp (θ * I) * Complex.exp (θ * I)) = 1 := by
    rw [← Complex.exp_add, ← Complex.exp_add,
      show (-2 * θ * I + (θ * I + θ * I) : ℂ) = 0 by ring, Complex.exp_zero]
  rw [scaledKinetic, h1, h2]
  linear_combination (k ^ 2 / 2 * rotatedWave k θ r) * he -
    (Complex.exp (-2 * θ * I) * Complex.exp (θ * I) ^ 2 * k ^ 2 *
      rotatedWave k θ r / 2) * Complex.I_sq

/-- The density of the rotated wave is a real exponential whose rate is set by the
imaginary part of the rotated wave number `k exp(iθ)`. -/
theorem norm_sq_rotatedWave (k : ℂ) (θ r : ℝ) :
    ‖rotatedWave k θ r‖ ^ 2 =
      Real.exp (-2 * (k * Complex.exp (θ * I)).im * r) := by
  have h : (I * k * Complex.exp (θ * I) * r).re =
      -(k * Complex.exp (θ * I)).im * r := by
    simp only [Complex.mul_re, Complex.mul_im, Complex.I_re, Complex.I_im,
      Complex.ofReal_re, Complex.ofReal_im]
    ring
  rw [rotatedWave, Complex.norm_exp, h, ← Real.exp_nat_mul]
  congr 1
  push_cast
  ring

/-- The rotated wave is square-integrable exactly when the rotated wave number lies in
the open upper half-plane. -/
theorem squareIntegrable_iff_im_pos (k : ℂ) (θ : ℝ) :
    SquareIntegrable (rotatedWave k θ) ↔ 0 < (k * Complex.exp (θ * I)).im := by
  have hc : Continuous (rotatedWave k θ) :=
    continuous_iff_continuousAt.2 fun r => (hasDerivAt_rotatedWave k θ r).continuousAt
  unfold SquareIntegrable
  rw [memLp_two_iff_integrable_sq_norm hc.aestronglyMeasurable]
  simp only [norm_sq_rotatedWave]
  constructor
  · intro h
    by_contra hn
    have hn' := not_lt.1 hn
    -- without decay the density is at least 1, and the constant 1 has infinite integral
    have h1 : Integrable (fun _ : ℝ => (1 : ℝ)) (volume.restrict (Ioi (0 : ℝ))) := by
      refine h.mono' aestronglyMeasurable_const
        ((ae_restrict_iff' measurableSet_Ioi).2 (ae_of_all _ fun r hr => ?_))
      rw [norm_one]
      have hr' : 0 < r := hr
      exact Real.one_le_exp (by nlinarith [mul_nonneg (neg_nonneg.2 hn') hr'.le])
    simp [integrable_const_iff, isFiniteMeasure_restrict] at h1
  · intro h
    exact integrableOn_exp_mul_Ioi (by linarith) 0

/-- For `k = p - iq` the imaginary part of the rotated wave number is
`p sin θ - q cos θ`. -/
theorem im_rotated_wavenumber (p q θ : ℝ) :
    (((p : ℂ) - I * q) * Complex.exp (θ * I)).im = p * Real.sin θ - q * Real.cos θ := by
  rw [Complex.mul_im, Complex.exp_ofReal_mul_I_re, Complex.exp_ofReal_mul_I_im]
  simp
  ring

/-- For `k = p - iq` and a rotation by less than a right angle, the rotated wave solves the
scaled free equation at energy `k² / 2`, and it is square-integrable if and only if
`q < p tan θ`. -/
theorem resonance_exposed_iff (p q θ : ℝ) (h1 : -(Real.pi / 2) < θ)
    (h2 : θ < Real.pi / 2) :
    (∀ r, scaledKinetic θ (rotatedWave (p - I * q) θ) r =
      ((p : ℂ) - I * q) ^ 2 / 2 * rotatedWave (p - I * q) θ r) ∧
    (SquareIntegrable (rotatedWave (p - I * q) θ) ↔ q < p * Real.tan θ) := by
  refine ⟨scaledKinetic_rotatedWave _ θ, ?_⟩
  have hc : 0 < Real.cos θ := Real.cos_pos_of_mem_Ioo ⟨h1, h2⟩
  rw [squareIntegrable_iff_im_pos, im_rotated_wavenumber, Real.tan_eq_sin_div_cos,
    ← mul_div_assoc, lt_div_iff₀ hc, sub_pos]

/-- For `p, q > 0` the critical angle `arctan (q / p)` lies strictly between zero and a right angle,
and a rotation by `θ` with `0 ≤ θ < π / 2` makes the wave with `k = p - iq` square-integrable
exactly when `θ` exceeds that angle. -/
theorem critical_angle (p q : ℝ) (hp : 0 < p) (hq : 0 < q) :
    0 < Real.arctan (q / p) ∧ Real.arctan (q / p) < Real.pi / 2 ∧
    ∀ θ, 0 ≤ θ → θ < Real.pi / 2 →
      (SquareIntegrable (rotatedWave (p - I * q) θ) ↔ Real.arctan (q / p) < θ) := by
  refine ⟨?_, Real.arctan_lt_pi_div_two _, fun θ h0 h2 => ?_⟩
  · have h := Real.arctan_strictMono (div_pos hq hp)
    rwa [Real.arctan_zero] at h
  · have h1 : -(Real.pi / 2) < θ := by linarith [Real.pi_pos]
    have h3 : Real.arctan (q / p) < Real.arctan (Real.tan θ) ↔ q / p < Real.tan θ :=
      Real.arctan_strictMono.lt_iff_lt
    rw [Real.arctan_tan h1 h2] at h3
    rw [(resonance_exposed_iff p q θ h1 h2).2, h3, div_lt_iff₀ hp, mul_comm]

/-- For `k = p - iq`, when the rotated wave decays, its density integrates over the half-line to `1
/ (2 (p sin θ - q cos θ))`. -/
theorem integral_density (p q θ : ℝ) (h : 0 < p * Real.sin θ - q * Real.cos θ) :
    ∫ r in Ioi (0 : ℝ), ‖rotatedWave (p - I * q) θ r‖ ^ 2 =
      1 / (2 * (p * Real.sin θ - q * Real.cos θ)) := by
  simp only [norm_sq_rotatedWave, im_rotated_wavenumber]
  rw [integral_exp_mul_Ioi (by linarith) 0, mul_zero, Real.exp_zero, neg_mul,
    neg_div_neg_eq]

/-- When the rotated outgoing wave is square-integrable, a superposition of it with the
rotated incoming wave is square-integrable only if the incoming amplitude `B` vanishes,
and then always. -/
theorem superposition_squareIntegrable_iff (k A B : ℂ) (θ : ℝ)
    (hk : SquareIntegrable (rotatedWave k θ)) :
    SquareIntegrable (fun r => A * rotatedWave k θ r + B * rotatedWave (-k) θ r) ↔
      B = 0 := by
  constructor
  · intro h
    by_contra hB
    -- subtracting the outgoing part would leave a normalisable incoming wave
    have hin : SquareIntegrable (rotatedWave (-k) θ) := by
      have h2 := MemLp.const_mul (MemLp.sub h (MemLp.const_mul hk A)) B⁻¹
      unfold SquareIntegrable
      convert h2 using 1
      funext r
      simp only [Pi.sub_apply, add_sub_cancel_left, inv_mul_cancel_left₀ hB]
    rw [squareIntegrable_iff_im_pos] at hk hin
    rw [neg_mul, Complex.neg_im] at hin
    linarith
  · rintro rfl
    simp only [zero_mul, add_zero]
    exact MemLp.const_mul hk A

end

end ComplexScaledResonance
```

```lean
#print axioms ComplexScaledResonance.critical_angle
#print axioms ComplexScaledResonance.integral_density
#print axioms ComplexScaledResonance.superposition_squareIntegrable_iff
```

```
'ComplexScaledResonance.critical_angle' depends on axioms: [propext, Classical.choice, Quot.sound]
'ComplexScaledResonance.integral_density' depends on axioms: [propext, Classical.choice, Quot.sound]
'ComplexScaledResonance.superposition_squareIntegrable_iff' depends on axioms: [propext, Classical.choice, Quot.sound]
```

### What the theorems say about the physics

`rotatedWave k θ r` is $\psi(r)$, a complex function of real $r$. `scaledKinetic` is the scaled kinetic energy in atomic units for unit mass. `SquareIntegrable` means membership in $L^2$ of $(0,\infty)$ with measure $dr$, as suits a reduced radial function.

`resonance_exposed_iff` states the eigenvalue equation at every real $r$ and the criterion $q<p\tan\theta$, for $-\pi/2<\theta<\pi/2$ and any real $p,q$. The signs $p,q>0$ enter in `critical_angle`, which places $\arctan(q/p)$ strictly between $0$ and $\pi/2$ and makes it the threshold for $0\le\theta<\pi/2$. `integral_density` gives the norm integral when $\kappa>0$, and `superposition_squareIntegrable_iff` treats the incoming amplitude for general complex $k$.

The model has no potential and no boundary condition at the origin, so $k$ is supplied and not found as a resonance of some Hamiltonian. For complex-scaled resonance calculations, this free-wave model shows how large an angle the outgoing tail needs before square-integrable functions can represent it.

### How the proof follows the calculus

`hasDerivAt_rotatedWave` establishes differentiability and the first derivative. `scaledKinetic_rotatedWave` applies it twice; there `he` is the phase cancellation, and `linear_combination` combines it with $i^2=-1$.

`norm_sq_rotatedWave` computes the density. `squareIntegrable_iff_im_pos` turns $L^2$ membership into integrability of that density. Without decay, `h.mono'` compares it with the constant 1, which is not integrable on the half-line; with decay, `integrableOn_exp_mul_Ioi` finishes.

`im_rotated_wavenumber` evaluates $\kappa$, and `lt_div_iff₀ hc` performs the division by $\cos\theta>0$. `critical_angle` then uses the strict monotonicity of arctan and $\arctan(\tan\theta)=\theta$. In the superposition theorem, `hin` is the subtraction step; it would require both $\kappa>0$ and $-\kappa>0$.
